# The picture-changed spin operator of a moving free electron has a shortened transverse part

When a two-component relativistic calculation is to reproduce a four-component spin expectation value, the spin operator is transformed with the same matrix that decoupled the Hamiltonian. Using the bare Pauli matrix instead generally leaves a picture-change error. For a free electron of one fixed momentum, the transformed operator can be written in closed form, and its eigenvalues show how much the range of possible spin expectation values shrinks.

Let the momentum be $p\,\mathbf n$ with $|\mathbf n|=1$, let $\mathbf a$ be a unit spin axis, and set $d=\mathbf a\cdot\mathbf n$ and $E=\sqrt{(mc^2)^2+(cp)^2}$, with $m,c>0$. In units of $\hbar/2$, the picture-changed spin along $\mathbf a$ has the eigenvalues

$$\pm\sqrt{d^2+(1-d^2)\,q^2},\qquad q=\frac{mc^2}{E}.$$

For $p\neq0$ the positive one is below 1 unless the momentum lies along the spin axis.

## From the Dirac spinor to a shortened spin vector

Write $N=\mathbf n\cdot\boldsymbol\sigma$, so that $N^2=1$. For upper component $\chi$ and lower component $\varphi$, the free Dirac equation reads

$$mc^2\chi+cp\,N\varphi=E\chi,\qquad cp\,N\chi-mc^2\varphi=E\varphi .$$

The second equation gives $\varphi=RN\chi$ with $R=cp/(E+mc^2)$. The first then holds, because $cpR=(E^2-m^2c^4)/(E+mc^2)=E-mc^2$. Here $R$ is a number; in the exact two-component literature the letter often denotes the renormalisation matrix.

The normalised map from two to four components is

$$J=\frac{1}{\sqrt{1+R^2}}\begin{pmatrix}1\\RN\end{pmatrix},\qquad J^\dagger J=\frac{1+R^2N^2}{1+R^2}=1 .$$

With $A=\mathbf a\cdot\boldsymbol\sigma$ and $\Sigma_a=\mathrm{diag}(A,A)$,

$$J^\dagger\Sigma_aJ=\frac{A+R^2NAN}{1+R^2}.$$

From $NA+AN=2d$ follows $NAN=2dN-A$. Define $q=(1-R^2)/(1+R^2)$, so that $1-q=2R^2/(1+R^2)$. Then

$$J^\dagger\Sigma_aJ=qA+(1-q)dN=\mathbf v\cdot\boldsymbol\sigma,\qquad \mathbf v=q\,\mathbf a+(1-q)d\,\mathbf n .$$

Since $R^2=(E-mc^2)/(E+mc^2)$, this $q$ equals $mc^2/E$. The component of $\mathbf v$ along $\mathbf n$ is $d$, as it was for $\mathbf a$; the transverse part is multiplied by $q$. Hence $|\mathbf v|^2=d^2+(1-d^2)q^2$. The secular determinant $\det(\mathbf v\cdot\boldsymbol\sigma-\mu)=\mu^2-|\mathbf v|^2$ gives $\mu=\pm|\mathbf v|$.

Finally, $1-|\mathbf v|^2=(1-d^2)(1-q^2)$ and $1-q^2=4R^2/(1+R^2)^2$. For $R\neq0$ the length is therefore below 1 exactly when $d^2<1$, that is, when $\mathbf n\neq\pm\mathbf a$.

## The transformation in a Douglas–Kroll–Hess calculation

The first transformation in this method is the free-particle one. The program diagonalises the matrix of $p^2$ in the orbital basis, computes $E$ for each eigenvalue, and forms $g=\sqrt{(E+mc^2)/2E}$ and $K=c/(E+mc^2)$. If the spin operator is picture-changed as well, $\sigma_z$ is replaced at this stage by

$$g\,[\sigma_z+K(\boldsymbol\sigma\cdot\mathbf p)\sigma_z(\boldsymbol\sigma\cdot\mathbf p)K]\,g .$$

At a single momentum this is $J^\dagger\Sigma_zJ$. Take $cp=\tfrac34mc^2$, so $E=\tfrac54mc^2$, $R=\tfrac13$ and $q=0.8$. For momentum along $x$ the operator is $0.8\,\sigma_z$. For momentum halfway between $x$ and $z$ it is $0.1\,\sigma_x+0.9\,\sigma_z$, with eigenvalues $\pm\sqrt{0.82}\approx\pm0.906$.

## Spinors and operators as matrices

In Lean 4 with Mathlib:

```lean
import Mathlib

open Matrix

namespace PictureChangedSpin

noncomputable section
```

Vectors are functions `Fin 3 → ℝ`, with indices 0, 1, 2 for $x,y,z$. The matrix $\mathbf v\cdot\boldsymbol\sigma$ is `pauli v`.

```lean
/-- The Pauli matrix `v·σ` along a real vector `v`. -/
def pauli (v : Fin 3 → ℝ) : Matrix (Fin 2) (Fin 2) ℂ :=
  !![(v 2 : ℂ), (v 0 : ℂ) - Complex.I * (v 1 : ℂ);
     (v 0 : ℂ) + Complex.I * (v 1 : ℂ), -(v 2 : ℂ)]
```

The index type `Fin 2 ⊕ Fin 2` separates upper from lower components, and `embed R n` is $J$. Unit length is not built in; theorems that need it assume `n ⬝ᵥ n = 1`.

```lean
/-- The map from two-component to four-component spinors whose lower component is
`R n·σ` times the upper one, with the prefactor `1/√(1+R²)`. -/
def embed (R : ℝ) (n : Fin 3 → ℝ) : Matrix (Fin 2 ⊕ Fin 2) (Fin 2) ℂ :=
  (((√(1 + R ^ 2))⁻¹ : ℝ) : ℂ) • fromRows 1 ((R : ℂ) • pauli n)
```

Picture change is $O\mapsto J^\dagger OJ$, and `spin a` is $\Sigma_a$ without the factor $\hbar/2$.

```lean
/-- The picture-changed (two-component) form of a four-component operator `O`. -/
def pictureChange (R : ℝ) (n : Fin 3 → ℝ) (O : Matrix (Fin 2 ⊕ Fin 2) (Fin 2 ⊕ Fin 2) ℂ) :
    Matrix (Fin 2) (Fin 2) ℂ :=
  (embed R n)ᴴ * O * embed R n

/-- The four-component spin operator along `a`, in units of `ħ/2`. -/
def spin (a : Fin 3 → ℝ) : Matrix (Fin 2 ⊕ Fin 2) (Fin 2 ⊕ Fin 2) ℂ :=
  fromBlocks (pauli a) 0 0 (pauli a)
```

The next definitions hold the kinematics: $q$ as a function of $R$, the energy $E$, the physical value of $R$ (called `ratio`), and the free Hamiltonian at one momentum.

```lean
/-- The factor `q = (1 - R²)/(1 + R²)`. -/
def q (R : ℝ) : ℝ := (1 - R ^ 2) / (1 + R ^ 2)

/-- The relativistic energy `√((mc²)² + (cp)²)`. -/
def energy (m c p : ℝ) : ℝ := √((m * c ^ 2) ^ 2 + (c * p) ^ 2)

/-- The ratio `cp/(E + mc²)` of lower to upper component, for positive `m` and `c`. -/
def ratio (m c p : ℝ) : ℝ := c * p / (energy m c p + m * c ^ 2)

/-- The free Dirac Hamiltonian at momentum `p n`. -/
def dirac (m c p : ℝ) (n : Fin 3 → ℝ) : Matrix (Fin 2 ⊕ Fin 2) (Fin 2 ⊕ Fin 2) ℂ :=
  fromBlocks (((m * c ^ 2 : ℝ) : ℂ) • 1) (((c * p : ℝ) : ℂ) • pauli n)
    (((c * p : ℝ) : ℂ) • pauli n) ((-((m * c ^ 2 : ℝ) : ℂ)) • 1)
```

The Hamiltonian contains no potential. Passing to an electron in a molecule, where the lower component is no longer $RN$ times the upper one, is the step that these hypotheses leave open.

## The secular determinant of a Pauli matrix

The identity $N^2=1$ is checked entry by entry.

```lean
/-- For a unit vector `n`, the matrix `n·σ` squares to one. -/
theorem pauli_sq {n : Fin 3 → ℝ} (hn : n ⬝ᵥ n = 1) : pauli n * pauli n = 1 := by
  have h : pauli n * pauli n = ((n ⬝ᵥ n : ℝ) : ℂ) • 1 := by
    ext i j
    fin_cases i <;> fin_cases j <;> apply Complex.ext <;>
      simp [pauli, Matrix.mul_apply, dotProduct, Fin.sum_univ_three] <;> ring
  rw [h, hn, Complex.ofReal_one, one_smul]
```

The eigenvalue theorem speaks of a nonzero vector $x$ with $(\mathbf v\cdot\boldsymbol\sigma)x=\mu x$, for complex $\mu$. Mathlib's `Matrix.exists_mulVec_eq_zero_iff` connects this to the determinant: a square matrix $M$ has a nonzero $x$ with $Mx=0$ if and only if $\det M=0$. Applied to $M=\mathbf v\cdot\boldsymbol\sigma-\mu$, it replaces the search for eigenvectors by the equation $\mu^2=|\mathbf v|^2$. Because it is an equivalence, it shows both that the two values occur and that no others do. If $\mathbf v=0$, they coincide.

```lean
/-- The eigenvalues of `v·σ` are exactly plus and minus the length of `v`. -/
theorem pauli_eigenvalue_iff (v : Fin 3 → ℝ) (μ : ℂ) :
    (∃ x : Fin 2 → ℂ, x ≠ 0 ∧ pauli v *ᵥ x = μ • x) ↔
      μ = ((√(v ⬝ᵥ v) : ℝ) : ℂ) ∨ μ = -((√(v ⬝ᵥ v) : ℝ) : ℂ) := by
  have h : ∀ x : Fin 2 → ℂ, pauli v *ᵥ x = μ • x ↔ (pauli v - μ • 1) *ᵥ x = 0 := by
    intro x
    rw [Matrix.sub_mulVec, Matrix.smul_mulVec, Matrix.one_mulVec, sub_eq_zero]
  -- the secular determinant
  have hdet : (pauli v - μ • 1).det = μ ^ 2 - ((v ⬝ᵥ v : ℝ) : ℂ) := by
    rw [Matrix.det_fin_two]
    simp [pauli, dotProduct, Fin.sum_univ_three]
    linear_combination (v 1 : ℂ) ^ 2 * Complex.I_sq
  have h0 : 0 ≤ v ⬝ᵥ v := Finset.sum_nonneg fun i _ => mul_self_nonneg (v i)
  have hs : ((v ⬝ᵥ v : ℝ) : ℂ) = ((√(v ⬝ᵥ v) : ℝ) : ℂ) ^ 2 := by
    exact_mod_cast (Real.sq_sqrt h0).symm
  simp only [h]
  rw [Matrix.exists_mulVec_eq_zero_iff, hdet, sub_eq_zero, hs, sq_eq_sq_iff_eq_or_eq_neg]
```

## Reduction to two components

The block product is proved for any $2\times2$ matrix $A$ acting alike on upper and lower components. It uses that $N$ is Hermitian and that the two square-root prefactors multiply to $1/(1+R^2)$; `module` then compares the matrix coefficients.

```lean
/-- Picture change turns an operator that acts as `A` on both the upper and the lower
components into `(A + R² N A N)/(1 + R²)`, where `N = n·σ`. -/
theorem pictureChange_block (R : ℝ) (n : Fin 3 → ℝ) (A : Matrix (Fin 2) (Fin 2) ℂ) :
    pictureChange R n (fromBlocks A 0 0 A) =
      (1 + (R : ℂ) ^ 2)⁻¹ • (A + (R : ℂ) ^ 2 • (pauli n * A * pauli n)) := by
  have hN : (pauli n)ᴴ = pauli n := by
    ext i j
    fin_cases i <;> fin_cases j <;> apply Complex.ext <;> simp [pauli]
  have hs : (((√(1 + R ^ 2))⁻¹ : ℝ) : ℂ) * (((√(1 + R ^ 2))⁻¹ : ℝ) : ℂ)
      = (1 + (R : ℂ) ^ 2)⁻¹ := by
    have h : (√(1 + R ^ 2))⁻¹ * (√(1 + R ^ 2))⁻¹ = (1 + R ^ 2)⁻¹ := by
      rw [← mul_inv, Real.mul_self_sqrt (by positivity)]
    exact_mod_cast h
  unfold pictureChange embed
  simp only [conjTranspose_smul, conjTranspose_fromRows_eq_fromCols_conjTranspose,
    conjTranspose_one, hN, Complex.star_def, Complex.conj_ofReal, Matrix.smul_mul,
    Matrix.mul_smul, fromCols_mul_fromBlocks, fromCols_mul_fromRows, Matrix.mul_zero,
    add_zero, zero_add, Matrix.one_mul, Matrix.mul_one]
  rw [← hs]
  module
```

Setting $A=1$ gives $J^\dagger J=1$.

```lean
/-- For a unit vector `n` the map to four-component spinors preserves inner products. -/
theorem embed_isometry (R : ℝ) {n : Fin 3 → ℝ} (hn : n ⬝ᵥ n = 1) :
    (embed R n)ᴴ * embed R n = 1 := by
  have hne : (1 + (R : ℂ) ^ 2) ≠ 0 := by
    exact_mod_cast (by positivity : (1 + R ^ 2 : ℝ) ≠ 0)
  have h := pictureChange_block R n 1
  rw [fromBlocks_one] at h
  simp only [pictureChange, Matrix.mul_one, pauli_sq hn] at h
  rw [h, show (1 : Matrix (Fin 2) (Fin 2) ℂ) + (R : ℂ) ^ 2 • 1 = (1 + (R : ℂ) ^ 2) • 1 by
    module, smul_smul, inv_mul_cancel₀ hne, one_smul]
```

The next theorem collects the two scalar equations behind the Dirac equation and the identity $q=mc^2/E$. The one after it uses them, row by row, to show that the columns of $J$ are solutions with energy $E$. The number `p` may have either sign.

```lean
/-- For positive `m` and `c`, the ratio `R = cp/(E + mc²)` solves the two component
equations of the free electron, and `q = mc²/E`. -/
theorem ratio_relations {m c : ℝ} (p : ℝ) (hm : 0 < m) (hc : 0 < c) :
    m * c ^ 2 + c * p * ratio m c p = energy m c p ∧
    c * p - m * c ^ 2 * ratio m c p = energy m c p * ratio m c p ∧
    q (ratio m c p) = m * c ^ 2 / energy m c p := by
  have hM : 0 < m * c ^ 2 := by positivity
  have hE : 0 < energy m c p := Real.sqrt_pos.mpr (by positivity)
  have hE2 : energy m c p ^ 2 = (m * c ^ 2) ^ 2 + (c * p) ^ 2 :=
    Real.sq_sqrt (by positivity)
  have hne : energy m c p + m * c ^ 2 ≠ 0 := by positivity
  have hR : ratio m c p * (energy m c p + m * c ^ 2) = c * p := div_mul_cancel₀ _ hne
  have h1 : m * c ^ 2 + c * p * ratio m c p = energy m c p := by
    apply mul_right_cancel₀ hne
    linear_combination c * p * hR - hE2
  refine ⟨h1, by linear_combination -hR, ?_⟩
  rw [q, div_eq_div_iff (by positivity) hE.ne']
  linear_combination -h1 - ratio m c p * hR

/-- For positive `m` and `c` and a unit vector `n`, the embedded spinors with
`R = cp/(E + mc²)` solve the free Dirac equation with energy `E`. -/
theorem dirac_embed {m c : ℝ} (p : ℝ) {n : Fin 3 → ℝ} (hm : 0 < m) (hc : 0 < c)
    (hn : n ⬝ᵥ n = 1) :
    dirac m c p n * embed (ratio m c p) n =
      (energy m c p : ℂ) • embed (ratio m c p) n := by
  obtain ⟨h1, h2, -⟩ := ratio_relations p hm hc
  have h1c : ((m * c ^ 2 : ℝ) : ℂ) + ((c * p : ℝ) : ℂ) * (ratio m c p : ℂ)
      = (energy m c p : ℂ) := by exact_mod_cast h1
  have h2c : ((c * p : ℝ) : ℂ) - ((m * c ^ 2 : ℝ) : ℂ) * (ratio m c p : ℂ)
      = (energy m c p : ℂ) * (ratio m c p : ℂ) := by exact_mod_cast h2
  have hrows : ∀ (z : ℂ) (A B : Matrix (Fin 2) (Fin 2) ℂ),
      z • fromRows A B = fromRows (z • A) (z • B) := by
    intro z A B
    ext i j
    rcases i with i | i <;> rfl
  unfold dirac embed
  rw [Matrix.mul_smul, fromBlocks_mul_fromRows, smul_comm (energy m c p : ℂ), hrows (energy m c p : ℂ)]
  congr 2
  · -- upper components
    simp only [Matrix.smul_mul, Matrix.mul_smul, Matrix.mul_one, pauli_sq hn]
    rw [← h1c]
    module
  · -- lower components
    simp only [Matrix.smul_mul, Matrix.mul_smul, Matrix.mul_one, Matrix.one_mul, smul_smul]
    rw [← h2c]
    module
```

In the following proof, `hrot` is the identity $NAN=2dN-(\mathbf n\cdot\mathbf n)A$; for a unit vector $\mathbf n$ it turns $\mathbf a$ by half a revolution about $\mathbf n$. The equations `e1` and `e2` supply the coefficients $q$ and $(1-q)d$.

```lean
/-- For a unit vector `n`, the picture-changed spin along `a` is the Pauli matrix along
`q a + (1 - q)(a·n) n`. -/
theorem pictureChange_spin (R : ℝ) {n : Fin 3 → ℝ} (a : Fin 3 → ℝ) (hn : n ⬝ᵥ n = 1) :
    pictureChange R n (spin a) = pauli (q R • a + ((1 - q R) * (a ⬝ᵥ n)) • n) := by
  have hlin : ∀ (x y : ℝ) (v w : Fin 3 → ℝ),
      pauli (x • v + y • w) = (x : ℂ) • pauli v + (y : ℂ) • pauli w := by
    intro x y v w
    ext i j
    fin_cases i <;> fin_cases j <;> simp [pauli] <;> ring
  -- conjugation by `n·σ` rotates `a` by a half turn about `n`
  have hrot : pauli n * pauli a * pauli n =
      pauli ((2 * (a ⬝ᵥ n)) • n + (-(n ⬝ᵥ n)) • a) := by
    ext i j
    fin_cases i <;> fin_cases j <;> apply Complex.ext <;>
      simp [pauli, Matrix.mul_apply, dotProduct, Fin.sum_univ_three] <;> ring
  have hne : (1 + (R : ℂ) ^ 2) ≠ 0 := by
    exact_mod_cast (by positivity : (1 + R ^ 2 : ℝ) ≠ 0)
  have e1 : ((q R : ℝ) : ℂ) = (1 + (R : ℂ) ^ 2)⁻¹ * (1 - (R : ℂ) ^ 2) := by
    rw [q]
    push_cast
    ring
  have e2 : (((1 - q R) * (a ⬝ᵥ n) : ℝ) : ℂ) =
      (1 + (R : ℂ) ^ 2)⁻¹ * (2 * (R : ℂ) ^ 2 * ((a ⬝ᵥ n : ℝ) : ℂ)) := by
    rw [Complex.ofReal_mul, Complex.ofReal_sub, e1, Complex.ofReal_one]
    linear_combination (-((a ⬝ᵥ n : ℝ) : ℂ)) * inv_mul_cancel₀ hne
  rw [spin, pictureChange_block, hrot, hn, hlin, hlin, e1, e2, Complex.ofReal_mul,
    Complex.ofReal_neg, Complex.ofReal_one, Complex.ofReal_ofNat]
  module
```

## Eigenvalues and the strict bound

The squared length of $\mathbf v$ is expanded in `hv` and passed to the secular determinant. The result holds for every real $R$ and every unit axis.

```lean
/-- For unit vectors `n` and `a`, the picture-changed spin along `a` has exactly the
eigenvalues `±√((a·n)² + (1 - (a·n)²) q²)`. -/
theorem spin_eigenvalue_iff (R : ℝ) {n a : Fin 3 → ℝ} (hn : n ⬝ᵥ n = 1) (ha : a ⬝ᵥ a = 1)
    (μ : ℂ) :
    (∃ x : Fin 2 → ℂ, x ≠ 0 ∧ pictureChange R n (spin a) *ᵥ x = μ • x) ↔
      μ = ((√((a ⬝ᵥ n) ^ 2 + (1 - (a ⬝ᵥ n) ^ 2) * q R ^ 2) : ℝ) : ℂ) ∨
      μ = -((√((a ⬝ᵥ n) ^ 2 + (1 - (a ⬝ᵥ n) ^ 2) * q R ^ 2) : ℝ) : ℂ) := by
  have hv : (q R • a + ((1 - q R) * (a ⬝ᵥ n)) • n) ⬝ᵥ
      (q R • a + ((1 - q R) * (a ⬝ᵥ n)) • n) =
      (a ⬝ᵥ n) ^ 2 + (1 - (a ⬝ᵥ n) ^ 2) * q R ^ 2 := by
    simp only [dotProduct_add, add_dotProduct, smul_dotProduct, dotProduct_smul,
      smul_eq_mul, ha, hn, dotProduct_comm n a]
    ring
  rw [pictureChange_spin R a hn, pauli_eigenvalue_iff, hv]
```

For the bound, the positive squared lengths of $\mathbf n-\mathbf a$ and $\mathbf n+\mathbf a$, which are $2-2d$ and $2+2d$, give $d^2<1$. The product $(1-d^2)(1-q^2)$ is then positive. At $R=0$, an electron at rest, the root is 1 for every axis.

```lean
/-- For unit vectors `n` and `a` and `R ≠ 0`, the root `√((a·n)² + (1 - (a·n)²) q²)` is
below one exactly when `n` is neither parallel nor antiparallel to `a`. -/
theorem spin_lt_one_iff {R : ℝ} (hR : R ≠ 0) {n a : Fin 3 → ℝ} (hn : n ⬝ᵥ n = 1)
    (ha : a ⬝ᵥ a = 1) :
    √((a ⬝ᵥ n) ^ 2 + (1 - (a ⬝ᵥ n) ^ 2) * q R ^ 2) < 1 ↔ n ≠ a ∧ n ≠ -a := by
  constructor
  · intro h
    constructor
    · rintro rfl
      simp [hn] at h
    · rintro rfl
      simp [ha] at h
  · rintro ⟨h1, h2⟩
    have hpos : ∀ w : Fin 3 → ℝ, w ≠ 0 → 0 < w ⬝ᵥ w := fun w hw =>
      lt_of_le_of_ne (Finset.sum_nonneg fun i _ => mul_self_nonneg (w i))
        (fun h => hw (dotProduct_self_eq_zero.mp h.symm))
    -- the squared lengths of `n - a` and `n + a` are `2 ∓ 2 a·n`
    have hm := hpos (n - a) (sub_ne_zero.mpr h1)
    have hp := hpos (n + a) (fun h => h2 (eq_neg_of_add_eq_zero_left h))
    simp only [dotProduct_sub, sub_dotProduct, hn, ha, dotProduct_comm n a] at hm
    simp only [dotProduct_add, add_dotProduct, hn, ha, dotProduct_comm n a] at hp
    have hd : 0 < 1 - (a ⬝ᵥ n) ^ 2 := by nlinarith
    have hq : 0 < 1 - q R ^ 2 := by
      have h : 1 - q R ^ 2 = 4 * R ^ 2 / (1 + R ^ 2) ^ 2 := by
        have : (1 + R ^ 2) ≠ 0 := by positivity
        rw [q]
        field_simp
        ring
      rw [h]
      positivity
    rw [Real.sqrt_lt' one_pos]
    nlinarith [mul_pos hd hq]
```

The last theorem takes $\mathbf a$ along $z$, so that $d$ becomes `n 2`, and inserts the physical ratio.

```lean
/-- For positive `m` and `c` and a unit vector `n`, the picture-changed spin along z of a
free electron with momentum `p n` has the eigenvalues `±√(n_z² + (1 - n_z²)(mc²/E)²)`. -/
theorem free_electron_spin_z {m c : ℝ} (p : ℝ) {n : Fin 3 → ℝ} (hm : 0 < m) (hc : 0 < c)
    (hn : n ⬝ᵥ n = 1) (μ : ℂ) :
    (∃ x : Fin 2 → ℂ, x ≠ 0 ∧
      pictureChange (ratio m c p) n (spin ![0, 0, 1]) *ᵥ x = μ • x) ↔
      μ = ((√(n 2 ^ 2 + (1 - n 2 ^ 2) * (m * c ^ 2 / energy m c p) ^ 2) : ℝ) : ℂ) ∨
      μ = -((√(n 2 ^ 2 + (1 - n 2 ^ 2) * (m * c ^ 2 / energy m c p) ^ 2) : ℝ) : ℂ) := by
  have ha : (![0, 0, 1] : Fin 3 → ℝ) ⬝ᵥ ![0, 0, 1] = 1 := by
    simp [dotProduct, Fin.sum_univ_three]
  have hz : (![0, 0, 1] : Fin 3 → ℝ) ⬝ᵥ n = n 2 := by
    simp [dotProduct, Fin.sum_univ_three]
  rw [spin_eigenvalue_iff _ hn ha, hz, (ratio_relations p hm hc).2.2]

end

end PictureChangedSpin
```

```lean
#print axioms PictureChangedSpin.embed_isometry
#print axioms PictureChangedSpin.dirac_embed
#print axioms PictureChangedSpin.spin_lt_one_iff
#print axioms PictureChangedSpin.free_electron_spin_z
```

```
'PictureChangedSpin.embed_isometry' depends on axioms: [propext, Classical.choice, Quot.sound]
'PictureChangedSpin.dirac_embed' depends on axioms: [propext, Classical.choice, Quot.sound]
'PictureChangedSpin.spin_lt_one_iff' depends on axioms: [propext, Classical.choice, Quot.sound]
'PictureChangedSpin.free_electron_spin_z' depends on axioms: [propext, Classical.choice, Quot.sound]
```
